# The logarithmic spread of an invertible overlap matrix is at least its Marzari-Vanderbilt spread

Suppose two programs compute the gauge-invariant part of the Wannier spread for the same bands on the same k-point mesh. One uses traces of overlap matrices and the other uses logarithms of determinants, and the results differ. Without a relation between the two formulas, nothing says which number should be the larger or how far apart they may lie, so a harmless difference of discretisation is hard to tell from a bug.

The relation is a two-sided bound. Let $M$ be the $m\times m$ overlap matrix between the cell-periodic parts of the occupied Bloch states at two neighbouring k-points, and let $c>0$. If all eigenvalues of $M^\dagger M$ lie in $[c,1]$, then

$$m-\operatorname{tr}M^\dagger M\;\le\;-\ln\det M^\dagger M\;\le\;\frac{m-\operatorname{tr}M^\dagger M}{c},$$

with equality on the left exactly when $M$ is unitary. The left inequality and its equality case need only that $M$ is invertible.

## Two spreads for one link

In the code, the type `n` labels the $m$ bands, `N` the functions of a finite orthonormal basis in which the cell-periodic Bloch states are expanded, and `L` the links between neighbouring k-points.

```lean
import Mathlib

open Matrix
open scoped ComplexOrder

namespace LogarithmicSpread

noncomputable section

variable {n N L : Type*} [Fintype n] [DecidableEq n] [Fintype N] [Fintype L]
```

The matrix $M^\dagger M$ is Hermitian, so it has real eigenvalues $x_i$, one for each $i$ in `n`. They are the squared singular values of $M$. For orthonormal Bloch states they are the squared cosines of the principal angles between the two occupied subspaces: $x_i=1$ means a shared direction and $x_i=0$ a direction lost altogether.

```lean
/-- The eigenvalues of `M†M`, that is, the squared singular values of the overlap matrix `M`. -/
def overlapEigenvalue (M : Matrix n n ℂ) (i : n) : ℝ :=
  (Matrix.isHermitian_conjTranspose_mul_self M).eigenvalues i
```

The Marzari-Vanderbilt contribution of the link is $m-\operatorname{tr}M^\dagger M$. Here $m$ is `Fintype.card n`, and taking the real part loses nothing, because the trace of a Hermitian matrix is real. The finite-difference weight of the link is left out and enters only in the sum over the mesh. The gauge-dependent part of the Wannier spread plays no role.

```lean
/-- The Marzari-Vanderbilt spread of one link between k-points, `m - tr M†M`. -/
def mvSpread (M : Matrix n n ℂ) : ℝ := Fintype.card n - (Mᴴ * M).trace.re
```

The logarithmic contribution is $-\ln\det M^\dagger M$, and this determinant is real too. As $M$ becomes singular this expression tends to $+\infty$, whereas Lean sets $\ln 0=0$. With $m=1$ and $M=0$ the code would therefore give a logarithmic spread of $0$ against a Marzari-Vanderbilt spread of $1$, which is why invertibility appears as a hypothesis below.

```lean
/-- The logarithmic spread of one link, `-ln det M†M`, meant for invertible `M`. -/
def logSpread (M : Matrix n n ℂ) : ℝ := -Real.log (Mᴴ * M).det.re
```

## Both spreads as sums over eigenvalues

The determinant of a Hermitian matrix is the product of its eigenvalues:

$$\det M^\dagger M=\prod_i x_i .$$

```lean
/-- The determinant of `M†M` is the product of its eigenvalues. -/
theorem det_gram (M : Matrix n n ℂ) :
    (Mᴴ * M).det = ((∏ i, overlapEigenvalue M i : ℝ) : ℂ) := by
  push_cast
  exact (Matrix.isHermitian_conjTranspose_mul_self M).det_eq_prod_eigenvalues
```

Each $x_i$ is nonnegative, because $M^\dagger M$ is positive semidefinite. If $M$ is invertible, then $\det M^\dagger M=|\det M|^2\neq0$, so no factor of the product vanishes and every $x_i$ is positive.

```lean
/-- For an invertible overlap matrix every eigenvalue of `M†M` is positive. -/
theorem overlapEigenvalue_pos {M : Matrix n n ℂ} (hM : M.det ≠ 0) (i : n) :
    0 < overlapEigenvalue M i := by
  have h0 : 0 ≤ overlapEigenvalue M i :=
    (Matrix.posSemidef_conjTranspose_mul_self M).eigenvalues_nonneg i
  have hdet : (Mᴴ * M).det ≠ 0 := by
    rw [Matrix.det_mul, Matrix.det_conjTranspose]
    exact mul_ne_zero (star_ne_zero.2 hM) hM
  rw [det_gram, Complex.ofReal_ne_zero, Finset.prod_ne_zero_iff] at hdet
  exact lt_of_le_of_ne h0 (Ne.symm (hdet i (Finset.mem_univ i)))
```

The trace is the sum of the eigenvalues, and $m$ is a sum of $m$ ones, so

$$m-\operatorname{tr}M^\dagger M=\sum_i(1-x_i).$$

```lean
/-- The Marzari-Vanderbilt spread is the sum of `1 - x` over the eigenvalues `x` of `M†M`. -/
theorem mvSpread_eq_sum (M : Matrix n n ℂ) :
    mvSpread M = ∑ i, (1 - overlapEigenvalue M i) := by
  have h : (Mᴴ * M).trace = ((∑ i, overlapEigenvalue M i : ℝ) : ℂ) := by
    push_cast
    exact (Matrix.isHermitian_conjTranspose_mul_self M).trace_eq_sum_eigenvalues
  rw [mvSpread, h, Complex.ofReal_re, Finset.sum_sub_distrib]
  simp
```

For invertible $M$ the logarithm of the product splits into a sum of logarithms:

$$-\ln\det M^\dagger M=\sum_i(-\ln x_i).$$

The Lean lemma `Real.log_prod` asks for nonzero factors, which the positivity result supplies.

```lean
/-- For invertible `M` the logarithmic spread is the sum of `-ln x` over the eigenvalues `x`
of `M†M`. -/
theorem logSpread_eq_sum {M : Matrix n n ℂ} (hM : M.det ≠ 0) :
    logSpread M = ∑ i, -Real.log (overlapEigenvalue M i) := by
  rw [logSpread, det_gram, Complex.ofReal_re, Real.log_prod, Finset.sum_neg_distrib]
  intro i _
  exact (overlapEigenvalue_pos hM i).ne'
```

## The lower bound and its equality case

The matrix problem has become a comparison of two functions of one positive number. The logarithm lies below its tangent at $x=1$, so $\ln x\le x-1$, which is the same as

$$1-x\le-\ln x,$$

with equality only at $x=1$. Summing over $i$ gives the left inequality.

If the two sums are equal, then each pair of terms is equal, since no term on the left exceeds its partner on the right. Hence every $x_i=1$. By the spectral theorem $M^\dagger M=U\,\mathbb 1\,U^\dagger=\mathbb 1$ for some unitary $U$, so $M$ is unitary. Conversely, a unitary $M$ has $M^\dagger M=\mathbb 1$, and both spreads are zero.

In the proof, `hterm` is the inequality for one eigenvalue, `Finset.sum_eq_sum_iff_of_le` passes from equal sums to equal terms, and `hone` uses the strict form of the logarithm inequality. The theorem assumes only `M.det ≠ 0`; the eigenvalues may exceed one.

```lean
/-- For every invertible overlap matrix the logarithmic spread is at least the
Marzari-Vanderbilt spread, and the two agree exactly when the matrix is unitary. -/
theorem mvSpread_le_logSpread {M : Matrix n n ℂ} (hM : M.det ≠ 0) :
    mvSpread M ≤ logSpread M ∧
      (mvSpread M = logSpread M ↔ M ∈ Matrix.unitaryGroup n ℂ) := by
  have hterm : ∀ i ∈ Finset.univ,
      1 - overlapEigenvalue M i ≤ -Real.log (overlapEigenvalue M i) := by
    intro i _
    linarith [Real.log_le_sub_one_of_pos (overlapEigenvalue_pos hM i)]
  refine ⟨?_, ?_, ?_⟩
  · rw [mvSpread_eq_sum, logSpread_eq_sum hM]
    exact Finset.sum_le_sum hterm
  · intro h
    rw [mvSpread_eq_sum, logSpread_eq_sum hM, Finset.sum_eq_sum_iff_of_le hterm] at h
    -- equality in each term forces each eigenvalue to be one
    have hone : ∀ i, overlapEigenvalue M i = 1 := by
      intro i
      by_contra hne
      linarith [Real.log_lt_sub_one_of_pos (overlapEigenvalue_pos hM i) hne,
        h i (Finset.mem_univ i)]
    have hs := (Matrix.isHermitian_conjTranspose_mul_self M).spectral_theorem
    have hd : (RCLike.ofReal ∘ (Matrix.isHermitian_conjTranspose_mul_self M).eigenvalues
        : n → ℂ) = fun _ => 1 := by
      funext i
      have hi : (Matrix.isHermitian_conjTranspose_mul_self M).eigenvalues i = 1 := hone i
      simp [hi]
    rw [hd, Matrix.diagonal_one, map_one] at hs
    exact Matrix.mem_unitaryGroup_iff'.2 hs
  · intro h
    have h1 : Mᴴ * M = 1 := Matrix.mem_unitaryGroup_iff'.1 h
    simp [mvSpread, logSpread, h1]
```

## The upper bound

Apply $\ln y\le y-1$ to $y=1/x$. For $c\le x\le1$ this gives

$$-\ln x\le\frac1x-1=\frac{1-x}{x}\le\frac{1-x}{c}.$$

The last step replaces the denominator by a smaller one, which is allowed because $1-x\ge0$. Summing over $i$ gives the right inequality.

The constant $c$ states how well the occupied subspace survives the step from one k-point to the next: every normalised state in one of the subspaces keeps at least the weight $c$ when projected onto the other. It is an assumption about the bands and the mesh, and no value is derived for it. The lower limit by itself does not give the upper bound: for $m=1$, $x=2$ and $c=1/2$, the logarithmic spread is $-\ln2\approx-0.69$, while the proposed bound is $-2$. This is a purely algebraic example, since overlaps of orthonormal states cannot give $x>1$.

In the statement, `hlow` and `hup` are the two limits on the eigenvalues. Invertibility is not assumed separately: the first block of the proof derives it, since the determinant of $M^\dagger M$ is a product of numbers that are at least $c>0$.

```lean
/-- If all eigenvalues of `M†M` lie between `c > 0` and `1`, the logarithmic spread lies between
the Marzari-Vanderbilt spread and `1/c` times it, with equality on the left exactly for
unitary `M`. -/
theorem spread_bounds {M : Matrix n n ℂ} {c : ℝ} (hc : 0 < c)
    (hlow : ∀ i, c ≤ overlapEigenvalue M i) (hup : ∀ i, overlapEigenvalue M i ≤ 1) :
    mvSpread M ≤ logSpread M ∧ logSpread M ≤ mvSpread M / c ∧
      (mvSpread M = logSpread M ↔ M ∈ Matrix.unitaryGroup n ℂ) := by
  have hM : M.det ≠ 0 := by
    intro h0
    have h := det_gram M
    rw [Matrix.det_mul, h0, mul_zero] at h
    have hp : 0 < ∏ i, overlapEigenvalue M i :=
      Finset.prod_pos fun i _ => lt_of_lt_of_le hc (hlow i)
    exact hp.ne' (Complex.ofReal_eq_zero.1 h.symm)
  refine ⟨(mvSpread_le_logSpread hM).1, ?_, (mvSpread_le_logSpread hM).2⟩
  rw [mvSpread_eq_sum, logSpread_eq_sum hM, Finset.sum_div]
  refine Finset.sum_le_sum fun i _ => ?_
  -- -ln x ≤ (1 - x)/x ≤ (1 - x)/c
  have hx := overlapEigenvalue_pos hM i
  have h1 := Real.log_le_sub_one_of_pos (inv_pos.2 hx)
  rw [Real.log_inv] at h1
  have h2 : (overlapEigenvalue M i)⁻¹ - 1
      = (1 - overlapEigenvalue M i) / overlapEigenvalue M i := by
    rw [sub_div, div_self hx.ne', one_div]
  rw [h2] at h1
  exact h1.trans (div_le_div_of_nonneg_left (sub_nonneg.2 (hup i)) hc (hlow i))
```

## Orthonormal frames give eigenvalues of at most one

For Bloch states the limit $x_i\le1$ holds automatically. Let $A$ and $B$ be rectangular matrices whose columns are the basis coefficients of the occupied states at the two k-points. Orthonormality means $A^\dagger A=\mathbb 1$ and $B^\dagger B=\mathbb 1$, and the overlap matrix is $M=A^\dagger B$. Split off the part of $B$ that lies outside the span of $A$:

$$C=B-AM .$$

Then $A^\dagger C=M-A^\dagger A\,M=0$, and therefore

$$C^\dagger C=B^\dagger C-M^\dagger A^\dagger C=B^\dagger C=B^\dagger B-B^\dagger A\,M=\mathbb 1-M^\dagger M .$$

Now let $v$ be a normalised eigenvector with $M^\dagger M\,v=x_i v$. The squared norm of $Cv$ is nonnegative, so

$$0\le v^\dagger C^\dagger C\,v=(1-x_i)\,v^\dagger v=1-x_i .$$

The first half of the proof establishes the identity for $C^\dagger C$ as `hC`. The second half takes $v$ from Mathlib's orthonormal eigenvector basis. It uses only $v^\dagger v>0$ (`hpos`), not the value $1$, and `nlinarith` then draws the conclusion from the sign of the product.

```lean
/-- If the columns of `A` and of `B` are orthonormal, the eigenvalues of `M†M` for the overlap
matrix `M = A†B` do not exceed one. -/
theorem overlapEigenvalue_le_one {A B : Matrix N n ℂ} (hA : Aᴴ * A = 1) (hB : Bᴴ * B = 1)
    (i : n) : overlapEigenvalue (Aᴴ * B) i ≤ 1 := by
  -- C is the part of the frame B outside the span of A
  let C : Matrix N n ℂ := B - A * (Aᴴ * B)
  have hC : Cᴴ * C = 1 - (Aᴴ * B)ᴴ * (Aᴴ * B) := by
    have h1 : Aᴴ * C = 0 := by
      simp only [C]
      rw [Matrix.mul_sub, ← Matrix.mul_assoc Aᴴ A, hA, Matrix.one_mul, sub_self]
    have h2 : Cᴴ * C = Bᴴ * C - (Aᴴ * B)ᴴ * (Aᴴ * C) := by
      rw [← Matrix.mul_assoc, ← Matrix.conjTranspose_mul, ← Matrix.sub_mul,
        ← Matrix.conjTranspose_sub]
    rw [h2, h1, Matrix.mul_zero, sub_zero]
    simp only [C]
    rw [Matrix.mul_sub, hB, ← Matrix.mul_assoc Bᴴ A, Matrix.conjTranspose_mul,
      Matrix.conjTranspose_conjTranspose]
  let hH := Matrix.isHermitian_conjTranspose_mul_self (Aᴴ * B)
  let v : n → ℂ := (hH.eigenvectorBasis i).ofLp
  have hv : ((Aᴴ * B)ᴴ * (Aᴴ * B)) *ᵥ v = overlapEigenvalue (Aᴴ * B) i • v :=
    hH.mulVec_eigenvectorBasis i
  have hv0 : v ≠ 0 := by
    intro h
    apply hH.eigenvectorBasis.orthonormal.ne_zero i
    ext j
    exact congrFun h j
  have hnorm : star v ⬝ᵥ v = ((∑ j, Complex.normSq (v j) : ℝ) : ℂ) := by
    simp [dotProduct, Complex.normSq_eq_conj_mul_self]
  have hpos : 0 < ∑ j, Complex.normSq (v j) := by
    obtain ⟨j, hj⟩ := Function.ne_iff.1 hv0
    exact Finset.sum_pos' (fun k _ => Complex.normSq_nonneg _)
      ⟨j, Finset.mem_univ j, Complex.normSq_pos.2 hj⟩
  -- the expectation value of C†C in the eigenvector is nonnegative
  have h := (Matrix.posSemidef_conjTranspose_mul_self C).dotProduct_mulVec_nonneg v
  rw [hC, Matrix.sub_mulVec, Matrix.one_mulVec, hv, dotProduct_sub, dotProduct_smul,
    hnorm] at h
  have hre := (Complex.le_def.1 h).1
  simp only [Complex.zero_re, Complex.sub_re, Complex.smul_re, Complex.ofReal_re,
    smul_eq_mul] at hre
  nlinarith
```

With the upper limit supplied in this way, the two-sided bound for a pair of orthonormal frames assumes only $x_i\ge c>0$. The hypotheses `hA` and `hB` use the plain inner product of coefficient vectors, so a nonorthogonal basis would first have to be orthonormalised.

```lean
/-- For two orthonormal frames whose overlap matrix `M = A†B` has all eigenvalues of `M†M` at
least `c > 0`, the logarithmic spread lies between the Marzari-Vanderbilt spread and `1/c`
times it. -/
theorem frame_spread_bounds {A B : Matrix N n ℂ} (hA : Aᴴ * A = 1) (hB : Bᴴ * B = 1)
    {c : ℝ} (hc : 0 < c) (hlow : ∀ i, c ≤ overlapEigenvalue (Aᴴ * B) i) :
    mvSpread (Aᴴ * B) ≤ logSpread (Aᴴ * B) ∧
      logSpread (Aᴴ * B) ≤ mvSpread (Aᴴ * B) / c :=
  have h := spread_bounds hc hlow (overlapEigenvalue_le_one hA hB)
  ⟨h.1, h.2.1⟩
```

A small instance shows the sizes involved. Take two bands in a four-dimensional basis. Let the columns of $A$ be the first two unit vectors, and let those of $B$ be $(0.9,\,0,\,\sqrt{0.19},\,0)$ and $(0,\,0.8,\,0,\,0.6)$. Then $M=\operatorname{diag}(0.9,\,0.8)$, and the eigenvalues of $M^\dagger M$ are $0.81$ and $0.64$. The Marzari-Vanderbilt spread is $2-1.45=0.55$, and the logarithmic spread is $-\ln(0.81\cdot0.64)=-\ln0.5184\approx0.657$. With $c=0.64$ the upper bound is $0.55/0.64\approx0.859$, so the three numbers stand in the stated order.

## The sum over a mesh

On a mesh, each link $l$ carries a weight $w_l>0$ from the finite-difference formula, with any normalisation by the number of k-points absorbed into it. Multiplying the inequality for one link by $w_l$ and summing gives

$$\sum_l w_l\,\bigl(m-\operatorname{tr}M_l^\dagger M_l\bigr)\le\sum_l w_l\,\bigl(-\ln\det M_l^\dagger M_l\bigr).$$

Equality of the totals again forces equality link by link. Since $w_l\neq0$ can be divided out, every $M_l$ is then unitary; conversely, unitary overlaps make every term zero. Positive weights are a real restriction, because higher-order difference formulas can contain negative ones, and a negative weight reverses the inequality for its link.

The proof repeats the pattern used for one matrix, with links in place of eigenvalues: a termwise inequality `hterm`, its sum, and `Finset.sum_eq_sum_iff_of_le` for the equality case.

```lean
/-- Summed over a finite mesh of links with positive weights and invertible overlap matrices,
the logarithmic spread is at least the Marzari-Vanderbilt spread, with equality exactly when
every overlap matrix is unitary. -/
theorem mesh_spread_le {w : L → ℝ} (hw : ∀ l, 0 < w l) {M : L → Matrix n n ℂ}
    (hM : ∀ l, (M l).det ≠ 0) :
    ∑ l, w l * mvSpread (M l) ≤ ∑ l, w l * logSpread (M l) ∧
      (∑ l, w l * mvSpread (M l) = ∑ l, w l * logSpread (M l) ↔
        ∀ l, M l ∈ Matrix.unitaryGroup n ℂ) := by
  have hterm : ∀ l ∈ Finset.univ, w l * mvSpread (M l) ≤ w l * logSpread (M l) :=
    fun l _ => mul_le_mul_of_nonneg_left (mvSpread_le_logSpread (hM l)).1 (hw l).le
  refine ⟨Finset.sum_le_sum hterm, ?_⟩
  rw [Finset.sum_eq_sum_iff_of_le hterm]
  constructor
  · intro h l
    exact (mvSpread_le_logSpread (hM l)).2.1
      (mul_left_cancel₀ (hw l).ne' (h l (Finset.mem_univ l)))
  · intro h l _
    rw [(mvSpread_le_logSpread (hM l)).2.2 (h l)]

end

end LogarithmicSpread
```

```lean
#print axioms LogarithmicSpread.frame_spread_bounds
-- 'LogarithmicSpread.frame_spread_bounds' depends on axioms: [propext, Classical.choice, Quot.sound]
#print axioms LogarithmicSpread.mesh_spread_le
-- 'LogarithmicSpread.mesh_spread_le' depends on axioms: [propext, Classical.choice, Quot.sound]
```

For electronic-structure codes that treat a fixed number of single-particle bands on a finite mesh with positive weights, this gives a simple consistency test: a logarithmic total that falls below the trace total for the same invertible overlaps, by more than rounding, indicates an error. On a single link between orthonormal frames, the two estimates differ at most by the factor $1/c$. With $c$ taken as the smallest eigenvalue of $M^\dagger M$, this factor approaches one as the neighbouring subspaces align. Whether $c$ approaches one under mesh refinement, and how fast, depends on how the occupied subspace varies with k, which does not enter the theorems.
